# For a crystal potential 2V cos(Gz) ending at a high vacuum step at z = 0, the two-wave model has a surface state exactly when V < 0

In the two-wave model of a crystal with V ≠ 0, every energy inside the gap has a wave that decays into the crystal, for either sign of V. Anyone who takes that wave for a surface state will predict one for V > 0 too, where none exists: the wave must also join a decaying tail in the vacuum, and for V > 0 no energy allows this. A numerical search for the matching energy would then look for a root that is not there.

The model is one-dimensional and non-interacting, in atomic units. The crystal fills z < 0 with potential 2V cos(Gz), where G > 0 is a reciprocal lattice vector. The vacuum, z > 0, has constant potential W. All quantities are real numbers in Lean.

```lean
import Mathlib

open Real

namespace ShockleySurfaceState

noncomputable section
```

## The two waves and the conditions on them

In the gap, the crystal wave is a standing wave of wavenumber G/2 and phase d, with an envelope that decays into the crystal at rate K > 0:

    ψ(z) = exp(Kz) cos(Gz/2 + d)

```lean
/-- The gap wave in the crystal `z < 0`: a standing wave of wavenumber `G/2` and phase `d`
whose envelope decays into the crystal at rate `K`. -/
def crystalWave (G K d z : ℝ) : ℝ := exp (K * z) * cos (G / 2 * z + d)
```

In the vacuum, −χ″/2 + Wχ = Eχ at energy E < W has the decaying solution

    χ(z) = B exp(−qz),  q = √(2(W − E))

```lean
/-- The evanescent wave in the vacuum `z > 0`, with amplitude `B` and decay rate `q`. -/
def vacuumWave (B q z : ℝ) : ℝ := B * exp (-q * z)
```

A surface state is a triple d, K, E with −π/2 < d < π/2, K > 0, E < W and

    V sin 2d = −GK/2
    V cos 2d = E − G²/8 + K²/2
    K − (G/2) tan d = −√(2(W − E))

The first two equations are the secular equations of the crystal, and the third is the matching condition. `IsSurfaceState` collects these conditions as named fields. The bound `E < W` makes the vacuum wave decay; it also keeps the argument of Lean's square root positive, which matters because that root returns 0 for negative arguments.

```lean
/-- A surface state of the two-wave model (atomic units): crystal potential `2 V cos (G z)`,
vacuum step of height `W` at `z = 0`, phase `d`, decay rate `K` and energy `E`. -/
structure IsSurfaceState (G V W d K E : ℝ) : Prop where
  phase_gt : -(π / 2) < d
  phase_lt : d < π / 2
  decay : 0 < K
  bound : E < W
  sin_eq : V * sin (2 * d) = -(G * K / 2)
  cos_eq : V * cos (2 * d) = E - G ^ 2 / 8 + K ^ 2 / 2
  matching : K - G / 2 * tan d = -√(2 * (W - E))
```

## The secular equations from the Schrödinger equation

Write θ = Gz/2 + d. By the product rule, differentiating exp(Kz)(a cos θ + b sin θ) gives a function of the same form, with new coefficients

    a → Ka + Gb/2,  b → Kb − Ga/2

```lean
/-- The derivative of an exponentially damped combination of cosine and sine. -/
theorem hasDerivAt_damped (G K d a b z : ℝ) :
    HasDerivAt (fun z => exp (K * z) * (a * cos (G / 2 * z + d) + b * sin (G / 2 * z + d)))
      (exp (K * z) * ((K * a + G / 2 * b) * cos (G / 2 * z + d)
        + (K * b - G / 2 * a) * sin (G / 2 * z + d))) z := by
  have he : HasDerivAt (fun z => exp (K * z)) (exp (K * z) * (K * 1)) z :=
    ((hasDerivAt_id' z).const_mul K).exp
  have hl : HasDerivAt (fun z => G / 2 * z + d) (G / 2 * 1) z :=
    ((hasDerivAt_id' z).const_mul (G / 2)).add_const d
  exact (he.fun_mul ((hl.cos.const_mul a).fun_add (hl.sin.const_mul b))).congr_deriv (by ring)
```

Starting from a = 1, b = 0 gives the slope

    ψ′ = exp(Kz)(K cos θ − (G/2) sin θ)

```lean
/-- The slope of the gap wave. -/
theorem deriv_crystalWave (G K d : ℝ) :
    deriv (crystalWave G K d) = fun z =>
      exp (K * z) * (K * cos (G / 2 * z + d) + -(G / 2) * sin (G / 2 * z + d)) := by
  funext z
  have hf : crystalWave G K d = fun z =>
      exp (K * z) * (1 * cos (G / 2 * z + d) + 0 * sin (G / 2 * z + d)) := by
    funext y
    unfold crystalWave
    ring
  rw [hf, (hasDerivAt_damped G K d 1 0 z).deriv]
  ring
```

A second application gives

    −ψ″/2 = exp(Kz)[(G²/8 − K²/2) cos θ + (GK/2) sin θ]

The potential couples the wave to its mirror partner and to the next harmonic:

    2V cos(Gz) cos θ = V cos(Gz/2 − d) + V cos(3Gz/2 + d)
    cos(Gz/2 − d) = cos(θ − 2d) = cos θ cos 2d + sin θ sin 2d

The two-wave model drops the term in 3Gz/2, an approximation meant for |V| small compared with G². Comparing the coefficients of cos θ and sin θ with those of Eψ then gives

    G²/8 − K²/2 + V cos 2d = E
    GK/2 + V sin 2d = 0

These are the secular equations. The theorem runs from them to the wave equation and keeps the dropped term explicitly on the right-hand side. In its proof, `a1` and `a2` are the addition formulas, and `linear_combination` adds them to the secular equations with the stated factors.

```lean
/-- The gap wave of a surface state solves the Schrödinger equation in the crystal potential
up to a single term in the next harmonic, of wavenumber `3G/2`. -/
theorem two_wave_equation {G V W d K E : ℝ} (h : IsSurfaceState G V W d K E) (z : ℝ) :
    -(1 / 2) * deriv (deriv (crystalWave G K d)) z
        + 2 * V * cos (G * z) * crystalWave G K d z
      = E * crystalWave G K d z + V * exp (K * z) * cos (3 * G / 2 * z + d) := by
  rw [deriv_crystalWave, (hasDerivAt_damped G K d K (-(G / 2)) z).deriv]
  unfold crystalWave
  -- the potential couples the wave to its mirror partner and to the next harmonic
  have a1 : cos (3 * G / 2 * z + d)
      = cos (G / 2 * z + d) * cos (G * z) - sin (G / 2 * z + d) * sin (G * z) := by
    rw [← cos_add]
    congr 1
    ring
  have a2 : cos (G / 2 * z + d) * cos (2 * d) + sin (G / 2 * z + d) * sin (2 * d)
      = cos (G * z) * cos (G / 2 * z + d) + sin (G * z) * sin (G / 2 * z + d) := by
    rw [← cos_sub, ← cos_sub]
    congr 1
    ring
  linear_combination (-V * exp (K * z)) * a1 - V * exp (K * z) * a2
    + exp (K * z) * sin (G / 2 * z + d) * h.sin_eq
    + exp (K * z) * cos (G / 2 * z + d) * h.cos_eq
```

## Joining the waves at z = 0

Continuity of value and slope requires

    cos d = B
    K cos d − (G/2) sin d = −qB

Inserting B = cos d and dividing by cos d ≠ 0 gives K − (G/2) tan d = −q. Conversely, if this holds, B = cos d satisfies both conditions. The theorem states this equivalence for any q; the field `matching` uses q = √(2(W − E)).

```lean
/-- For `cos d ≠ 0`, the gap wave joins some vacuum wave with continuous value and slope at
`z = 0` exactly when the logarithmic derivatives agree. -/
theorem matching_iff (G K q : ℝ) {d : ℝ} (hc : cos d ≠ 0) :
    (∃ B, crystalWave G K d 0 = vacuumWave B q 0 ∧
      deriv (crystalWave G K d) 0 = deriv (vacuumWave B q) 0)
      ↔ K - G / 2 * tan d = -q := by
  have h1 : deriv (crystalWave G K d) 0 = K * cos d - G / 2 * sin d := by
    rw [deriv_crystalWave]
    simp only [mul_zero, zero_add, exp_zero]
    ring
  have h2 : ∀ B, deriv (vacuumWave B q) 0 = -q * B := by
    intro B
    have h : HasDerivAt (vacuumWave B q) (B * (exp (-q * 0) * (-q * 1))) 0 :=
      (((hasDerivAt_id' (0 : ℝ)).const_mul (-q)).exp).const_mul B
    rw [h.deriv, mul_zero, exp_zero]
    ring
  have ht : tan d * cos d = sin d := tan_mul_cos hc
  constructor
  · rintro ⟨B, hB, hB'⟩
    rw [h1, h2] at hB'
    simp only [crystalWave, vacuumWave, mul_zero, zero_add, exp_zero, one_mul, mul_one] at hB
    subst hB
    apply mul_right_cancel₀ hc
    linear_combination hB' - G / 2 * ht
  · intro h
    refine ⟨cos d, by simp [crystalWave, vacuumWave], ?_⟩
    rw [h1, h2]
    linear_combination cos d * h + G / 2 * ht
```

## The phase is fixed by G, V and W

Let s = sin d and c = cos d. The range of d gives c > 0. Multiplied by c, the matching condition reads

    qc = (G/2)s − Kc

Since K, q and c are positive, (G/2)s is positive, and so is s. Squaring gives

    2(W − E)c² = G²s²/4 − GKsc + K²c²

The secular equations supply

    GK = −4Vsc
    E = V(2c² − 1) + G²/8 − K²/2

After substitution K²c² cancels, leaving

    2Wc² − 2Vc²(2c² − 1) − G²c²/4 = G²s²/4 + 4Vs²c²

With s² + c² = 1 this becomes

    8(W − V)c² = G²

In Lean, `hm` is the multiplied matching condition and `e1` its square. The last `linear_combination` performs the elimination.

```lean
/-- In a surface state the phase has positive sine and cosine, and it is fixed by
`8 (W - V) cos² d = G²`. -/
theorem phase_relation {G V W d K E : ℝ} (hG : 0 < G) (h : IsSurfaceState G V W d K E) :
    0 < sin d ∧ 0 < cos d ∧ 8 * (W - V) * cos d ^ 2 = G ^ 2 := by
  have hc : 0 < cos d := cos_pos_of_mem_Ioo ⟨h.phase_gt, h.phase_lt⟩
  have ht : tan d * cos d = sin d := tan_mul_cos hc.ne'
  have hm : √(2 * (W - E)) * cos d = G / 2 * sin d - K * cos d := by
    linear_combination cos d * h.matching + G / 2 * ht
  have hq : √(2 * (W - E)) ^ 2 = 2 * (W - E) := sq_sqrt (by linarith [h.bound])
  have hs : 0 < sin d := by
    have h0 : 0 < G / 2 * sin d := by
      have := mul_pos h.decay hc
      have := mul_nonneg (sqrt_nonneg (2 * (W - E))) hc.le
      linarith
    exact (mul_pos_iff_of_pos_left (half_pos hG)).1 h0
  have e1 : 2 * (W - E) * cos d ^ 2 = (G / 2 * sin d - K * cos d) ^ 2 := by
    rw [← hm, mul_pow, hq]
  have es := h.sin_eq
  have ec := h.cos_eq
  rw [sin_two_mul] at es
  rw [cos_two_mul] at ec
  refine ⟨hs, hc, ?_⟩
  linear_combination 4 * e1 - 8 * cos d ^ 2 * ec - 8 * sin d * cos d * es
    + (G ^ 2 + 16 * V * cos d ^ 2) * sin_sq_add_cos_sq d
```

## The energy in closed form

Squaring GK = −4Vsc and replacing G² by 8(W − V)c² gives

    K²(W − V) = 2V²(1 − c²)

Insert this into the cosine equation, with G²/8 = (W − V)c², and multiply by W − V:

    E(W − V) = 2Vc²(W − V) − V(W − V) + (W − V)²c² − V²(1 − c²)
             = c²W² − VW

Finally, c² = G²/(8(W − V)) yields

    E = G²W²/(8(W − V)²) − VW/(W − V)

The steps `hK` and `hE` are the first two results. Where a surface state exists, the formula gives a reference value for a numerical matching code that uses the same two waves and the same abrupt step; a code that keeps the higher harmonics will give a somewhat different energy. The formula does not itself show that a state exists: for G = 2, V = 1/10 and W = 1 it returns 41/81 ≈ 0.506, an energy inside the gap, although there is no surface state for V > 0.

```lean
/-- The energy of a surface state in closed form, in terms of `G`, `V` and `W`. -/
theorem energy_formula {G V W d K E : ℝ} (hG : 0 < G) (h : IsSurfaceState G V W d K E) :
    E = G ^ 2 * W ^ 2 / (8 * (W - V) ^ 2) - V * W / (W - V) := by
  obtain ⟨-, hc, hp⟩ := phase_relation hG h
  have es := h.sin_eq
  have ec := h.cos_eq
  rw [sin_two_mul] at es
  rw [cos_two_mul] at ec
  have hD : W - V ≠ 0 := by
    intro h0
    rw [h0] at hp
    nlinarith [pow_pos hG 2]
  -- eliminate the decay rate, then the phase
  have hK : K ^ 2 * (W - V) = 2 * V ^ 2 * (1 - cos d ^ 2) := by
    have h8 : 8 * cos d ^ 2 ≠ 0 := by positivity
    apply mul_left_cancel₀ h8
    linear_combination K ^ 2 * hp + 2 * (G * K - 4 * V * sin d * cos d) * es
      + 16 * V ^ 2 * cos d ^ 2 * sin_sq_add_cos_sq d
  have hE : E * (W - V) = cos d ^ 2 * W ^ 2 - V * W := by
    linear_combination (-(W - V)) * ec - 1 / 2 * hK - (W - V) / 8 * hp
  have hE' : E = (cos d ^ 2 * W ^ 2 - V * W) / (W - V) := (eq_div_iff hD).2 hE
  rw [hE', ← hp]
  field_simp
```

## When a state exists

Suppose first that there is a state. Then GK = −4Vsc with G, K, s and c positive, so V < 0. The phase relation gives W − V > 0, and since s > 0 means c² < 1, it also gives W − V > G²/8. Inserting K into the matching condition yields

    qc = GsW/(2(W − V))

so W > 0.

Conversely, let V < 0, W > 0 and W − V > G²/8. Then G/√(8(W − V)) lies between 0 and 1, and we can choose

    d = arccos(G/√(8(W − V)))
    K = −4Vsc/G
    E = V(2c² − 1) + G²/8 − K²/2

Here 0 < d < π/2 and K > 0, and the secular equations hold by construction. The vacuum decay rate that matching requires is

    Q = (G/2) tan d − K = GsW/(2(W − V)c) > 0

The squaring calculation, read backwards, gives Q² = 2(W − E). Hence E < W, and because Q is positive it equals the square root in the matching condition.

The Lean proof has the same two halves. In the first, `hW` is the relation that gives the sign of W; in the second, `hQ0` and `hQ2` establish the sign and the square of Q.

```lean
/-- Sharp criterion: a surface state exists exactly when `V` is negative, the step `W` is
positive and `W - V` exceeds `G²/8`. -/
theorem exists_iff {G V W : ℝ} (hG : 0 < G) :
    (∃ d K E, IsSurfaceState G V W d K E) ↔ V < 0 ∧ 0 < W ∧ G ^ 2 / 8 < W - V := by
  constructor
  · rintro ⟨d, K, E, h⟩
    obtain ⟨hs, hc, hp⟩ := phase_relation hG h
    have es := h.sin_eq
    rw [sin_two_mul] at es
    have hGK := mul_pos hG h.decay
    have hsc := mul_pos hs hc
    have hV : V < 0 := by
      by_contra hn
      have := mul_nonneg (not_lt.1 hn) hsc.le
      nlinarith
    have hD : 0 < W - V := by
      by_contra hn
      have := mul_nonneg (sub_nonneg.2 (not_lt.1 hn)) (sq_nonneg (cos d))
      nlinarith [pow_pos hG 2]
    have hq : 0 < √(2 * (W - E)) := sqrt_pos.2 (by linarith [h.bound])
    have ht : tan d * cos d = sin d := tan_mul_cos hc.ne'
    have hW : W * (G ^ 2 * sin d) = 2 * (W - V) * G * cos d * √(2 * (W - E)) := by
      linear_combination (-2 * (W - V) * G * cos d) * h.matching
        - (W - V) * G ^ 2 * ht + 4 * (W - V) * cos d * es - V * sin d * hp
    refine ⟨hV, ?_, ?_⟩
    · have h0 : 0 < W * (G ^ 2 * sin d) := by
        rw [hW]
        positivity
      exact (mul_pos_iff_of_pos_right (by positivity)).1 h0
    · have h1 := sin_sq_add_cos_sq d
      have h2 : 8 * (W - V) - G ^ 2 = 8 * (W - V) * sin d ^ 2 := by
        linear_combination (-8 * (W - V)) * h1 + hp
      have h3 : 0 < 8 * (W - V) * sin d ^ 2 := by positivity
      linarith
  · rintro ⟨hV, hW, hD⟩
    have hD0 : 0 < 8 * (W - V) := by linarith
    have hD1 : W - V ≠ 0 := by linarith
    have hR : 0 < √(8 * (W - V)) := sqrt_pos.2 hD0
    have hr0 : 0 < G / √(8 * (W - V)) := div_pos hG hR
    have hr1 : G / √(8 * (W - V)) < 1 := by
      rw [div_lt_one hR]
      exact lt_sqrt_of_sq_lt (by linarith)
    -- the phase is dictated by the phase relation
    obtain ⟨d, hd0, hd1, hp⟩ : ∃ d, 0 < d ∧ d < π / 2 ∧ 8 * (W - V) * cos d ^ 2 = G ^ 2 := by
      refine ⟨arccos (G / √(8 * (W - V))), arccos_pos.2 hr1,
        arccos_lt_pi_div_two.2 hr0, ?_⟩
      rw [cos_arccos (by linarith) hr1.le, div_pow, sq_sqrt hD0.le]
      field_simp
    have hc : 0 < cos d := cos_pos_of_mem_Ioo ⟨by linarith, hd1⟩
    have hs : 0 < sin d := sin_pos_of_pos_of_lt_pi hd0 (by linarith)
    have ht : tan d * cos d = sin d := tan_mul_cos hc.ne'
    obtain ⟨K, hK⟩ : ∃ K, G * K = -4 * V * sin d * cos d :=
      ⟨-4 * V * sin d * cos d / G, by field_simp⟩
    have hK0 : 0 < K := by
      have h0 : 0 < G * K := by
        rw [hK]
        nlinarith [mul_pos (mul_pos (neg_pos.2 hV) hs) hc]
      exact (mul_pos_iff_of_pos_left hG).1 h0
    obtain ⟨E, hE⟩ : ∃ E, E = V * (2 * cos d ^ 2 - 1) + G ^ 2 / 8 - K ^ 2 / 2 := ⟨_, rfl⟩
    obtain ⟨Q, hQ⟩ : ∃ Q, Q = G / 2 * tan d - K := ⟨_, rfl⟩
    have hQc : Q * cos d = G / 2 * sin d - K * cos d := by
      linear_combination cos d * hQ + G / 2 * ht
    -- the required vacuum decay rate is positive and has the right square
    have hQ0 : 0 < Q := by
      have h0 : 8 * (W - V) * (G * cos d) * Q = 4 * (W * G ^ 2 * sin d) := by
        linear_combination 8 * (W - V) * G * hQc - 8 * (W - V) * cos d * hK
          + 4 * V * sin d * hp
      have h1 : 0 < 8 * (W - V) * (G * cos d) * Q := by
        rw [h0]
        positivity
      exact (mul_pos_iff_of_pos_left (mul_pos hD0 (mul_pos hG hc))).1 h1
    have hQ2 : 2 * (W - E) = Q ^ 2 := by
      apply mul_right_cancel₀ (pow_ne_zero 2 hc.ne')
      linear_combination 1 / 4 * hp - 2 * cos d ^ 2 * hE + sin d * cos d * hK
        - (G ^ 2 + 16 * V * cos d ^ 2) / 4 * sin_sq_add_cos_sq d
        - (Q * cos d + (G / 2 * sin d - K * cos d)) * hQc
    refine ⟨d, K, E, by linarith, hd1, hK0, by linarith [pow_pos hQ0 2], ?_, ?_, ?_⟩
    · rw [sin_two_mul]
      linear_combination hK / 2
    · rw [cos_two_mul]
      linear_combination -hE
    · rw [hQ2, sqrt_sq hQ0.le]
      linarith
```

## A step above the gap

At K = 0 the secular equations give the gap edges G²/8 ± |V|. The hypothesis W > G²/8 + |V| puts the vacuum level above the upper edge, so that an electron at any energy in the gap is evanescent outside. It implies W > 0 and W − V ≥ W − |V| > G²/8. Of the three conditions only V < 0 is left. The case V = 0 needs no separate exclusion, since it gives no state.

Without the hypothesis on W, V < 0 is not enough. Take G = 2, V = −1/10 and W = 3/10. The gap then runs from 2/5 to 3/5, entirely above the vacuum level, and the phase relation would require cos² d = 5/4. So there is no surface state.

The sign of V refers to the matching plane. V < 0 means that the potential has a minimum at z = 0, and that the standing wave at the lower gap edge, cos(Gz/2), has an antinode there. With one atom per period 2π/G and the plane midway between atoms, the lower-edge wave has its nodes at the atoms and the upper-edge wave, sin(Gz/2), has its antinodes there. This is the Shockley-inverted order of the gap edges. Moving the origin by half a period, π/G, turns V into −V, so a Fourier coefficient taken about another origin can give the opposite verdict for the same surface.

The theorem is a criterion for two waves and an abrupt step. It does not treat the crossing of atomic levels from which an inverted gap may arise, nor a smooth surface barrier or higher harmonics.

```lean
/-- For a vacuum step above the upper gap edge `G²/8 + |V|`, a surface state exists exactly
when `V` is negative. -/
theorem shockley_criterion {G V W : ℝ} (hG : 0 < G) (hW : G ^ 2 / 8 + |V| < W) :
    (∃ d K E, IsSurfaceState G V W d K E) ↔ V < 0 := by
  rw [exists_iff hG]
  have h1 := abs_nonneg V
  have h2 := le_abs_self V
  have h3 := sq_nonneg G
  exact ⟨fun h => h.1, fun h => ⟨h, by linarith, by linarith⟩⟩

end

end ShockleySurfaceState
```

```lean
#print axioms ShockleySurfaceState.two_wave_equation
#print axioms ShockleySurfaceState.matching_iff
#print axioms ShockleySurfaceState.energy_formula
#print axioms ShockleySurfaceState.shockley_criterion
```

```
'ShockleySurfaceState.two_wave_equation' depends on axioms: [propext, Classical.choice, Quot.sound]
'ShockleySurfaceState.matching_iff' depends on axioms: [propext, Classical.choice, Quot.sound]
'ShockleySurfaceState.energy_formula' depends on axioms: [propext, Classical.choice, Quot.sound]
'ShockleySurfaceState.shockley_criterion' depends on axioms: [propext, Classical.choice, Quot.sound]
```
